# The squares of the spherical Bessel functions, weighted by 2l+1, sum to one for every x > 0

## Bessel functions defined by recurrence

The spherical Bessel functions are defined here by two closed forms and a recurrence, and not as regular solutions of the radial equation. For real $x>0$,

$$j_0=\frac{\sin x}{x},\qquad j_1=\frac{\sin x}{x^2}-\frac{\cos x}{x},\qquad j_{l+2}=\frac{2l+3}{x}\,j_{l+1}-j_l .$$

Derivatives then come from elementary calculus, but good behaviour at the origin has to be proved. The recurrence alone would not give it, since the irregular Neumann functions obey the same one.

## The plane wave behind the sum

A free plane wave of wave number $k$ has the expansion

$$e^{ikr\cos\theta}=\sum_{l}(2l+1)\,i^l j_l(kr)P_l(\cos\theta),$$

where $r$ is the distance from the origin, $\theta$ the angle to the wave vector and $P_l$ the Legendre polynomials. The wave has modulus one everywhere. Averaging its squared modulus over the sphere of radius $r$ about the origin, where $P_lP_{l'}$ averages to zero for $l\ne l'$ and $P_l^2$ averages to $1/(2l+1)$, suggests that the numbers $(2l+1)j_l(kr)^2$ add up to one. The derivation below reaches this without using the expansion.

For a free plane wave, the partial sum

$$S_L(x)=\sum_{l=0}^{L}(2l+1)\,j_l(x)^2$$

at $x=kr$ is the share of the intensity on the sphere carried by angular momenta up to $L$. Its distance from one measures what an angular-momentum cutoff loses there.

## What is proved

For every $x>0$ and every $L\ge 0$:

- $S_L'(x)=-2(L+1)\,j_L(x)\,j_{L+1}(x)$;
- $|S_L(x)-1|\le \dfrac{x^{2L+2}}{L!\,(L+1)!}$;
- $\sum_{l=0}^{\infty}(2l+1)\,j_l(x)^2=1$;
- $|j_l(x)|\le 1/\sqrt{2l+1}$ for every $l\ge0$.

## Two derivative rules

The rules

$$j_l'=\frac{l}{x}j_l-j_{l+1},\qquad j_{l+1}'=j_l-\frac{l+2}{x}j_{l+1}$$

are proved together by induction on $l$. For $l=0$, differentiating the closed forms gives $j_0'=\cos x/x-\sin x/x^2=-j_1$ and

$$j_1'=\frac{\sin x}{x}+\frac{2\cos x}{x^2}-\frac{2\sin x}{x^3}=j_0-\frac{2}{x}j_1 .$$

Now assume both rules at $l$. The first rule at $l+1$ is the second rule at $l$ rewritten with the recurrence:

$$\frac{l+1}{x}j_{l+1}-j_{l+2}=j_l-\frac{l+2}{x}j_{l+1}=j_{l+1}'.$$

For the second rule at $l+1$, differentiate the recurrence and insert both assumptions:

$$\begin{aligned}
j_{l+2}'&=-\frac{2l+3}{x^2}j_{l+1}+\frac{2l+3}{x}\Big(j_l-\frac{l+2}{x}j_{l+1}\Big)-\frac{l}{x}j_l+j_{l+1}\\
&=j_{l+1}-\frac{l+3}{x}\Big(\frac{2l+3}{x}j_{l+1}-j_l\Big)=j_{l+1}-\frac{l+3}{x}j_{l+2}.
\end{aligned}$$

## The derivative telescopes

For $L=0$, $S_0'=2j_0j_0'=-2j_0j_1$. If the formula holds at $L$, adding the next term gives

$$\begin{aligned}
S_{L+1}'&=-2(L+1)j_Lj_{L+1}+2(2L+3)j_{L+1}\Big(j_L-\frac{L+2}{x}j_{L+1}\Big)\\
&=-2(L+2)j_{L+1}\Big(\frac{2L+3}{x}j_{L+1}-j_L\Big)=-2(L+2)j_{L+1}j_{L+2}.
\end{aligned}$$

## From a slope to a bound

Suppose $f(x)\to c$ as $x\to0^+$ and $|f'(x)|\le A(n+1)x^n$ for all $x>0$. Then $f+Ax^{n+1}$ and $-f+Ax^{n+1}$ both have non-negative derivative, so neither falls below its limit at the origin, $c$ and $-c$ respectively. Together these give $|f(x)-c|\le Ax^{n+1}$.

The first use is the estimate $|j_l|\le x^l/l!$. For $l=0$ it is $|\sin x|\le x$. For the step, the second derivative rule gives

$$\big(x^{l+2}j_{l+1}\big)'=x^{l+2}j_l,$$

and the estimate at $l$ bounds the right side by

$$\frac{x^{2l+2}}{l!}=\frac{l+1}{(l+1)!}x^{2l+2}\le\frac{2l+3}{(l+1)!}x^{2l+2}.$$

The limit at the origin is also needed: $x^{l+1}j_l\to0$. For $l=0,1$ the product is $\sin x$ and $\sin x-x\cos x$; beyond that, the recurrence gives

$$x^{l+3}j_{l+2}=(2l+3)\,x^{l+2}j_{l+1}-x^2\,\big(x^{l+1}j_l\big).$$

The comparison with $n=2l+2$, $c=0$ and $A=1/(l+1)!$ yields $x^{l+2}|j_{l+1}|\le x^{2l+3}/(l+1)!$, and dividing by $x^{l+2}$ finishes the step.

## The sum is one

As $x\to0^+$, $j_0\to1$ and every higher $j_l\to0$, so $S_L\to1$. The derivative formula and the estimate give

$$|S_L'(x)|\le\frac{2(L+1)}{L!\,(L+1)!}\,x^{2L+1}.$$

The comparison with $n=2L+1$ turns this into the stated truncation error, which is at most $(x^2)^{L+1}/(L+1)!$ and vanishes as $L\to\infty$ at fixed $x$. Since all terms are non-negative, each satisfies $(2l+1)j_l^2\le1$, which is the last bound.

## A sharper cutoff estimate

The step for $j_{l+1}$ gave away a factor by replacing $l+1$ with $2l+3$. Keeping it, the same induction gives $|j_l|\le x^l/(2l+1)!!$, where $(2l+1)!!=1\cdot3\cdots(2l+1)$, and hence

$$|S_L(x)-1|\le\frac{x^{2L+2}}{(2L+1)!!\,(2L+3)!!}.$$

The file below keeps the plain factorials, which suffice for the limit.

## The Lean file

```lean
import Mathlib

open Filter Topology Finset
open scoped Nat

namespace SphericalBesselClosure

noncomputable section

/-- The spherical Bessel function `j_l`, given by its closed forms for `l = 0, 1` and the
three-term recurrence. -/
def sphJ : ℕ → ℝ → ℝ
  | 0, x => Real.sin x / x
  | 1, x => Real.sin x / x ^ 2 - Real.cos x / x
  | l + 2, x => (2 * (l : ℝ) + 3) / x * sphJ (l + 1) x - sphJ l x

/-- The partial-wave sum of `(2l+1) j_l(x)^2` over `l = 0, ..., L`. -/
def closureSum (L : ℕ) (x : ℝ) : ℝ :=
  ∑ l ∈ range (L + 1), (2 * (l : ℝ) + 1) * sphJ l x ^ 2

/-- The three-term recurrence between neighbouring angular momenta. -/
theorem sphJ_rec (l : ℕ) (x : ℝ) :
    sphJ (l + 2) x = (2 * (l : ℝ) + 3) / x * sphJ (l + 1) x - sphJ l x := rfl

/-- The derivative of `j_l` in terms of `j_l` and `j_(l+1)`, and that of `j_(l+1)` in terms of
the same two functions. -/
theorem hasDerivAt_sphJ (l : ℕ) {x : ℝ} (hx : 0 < x) :
    HasDerivAt (sphJ l) (l / x * sphJ l x - sphJ (l + 1) x) x ∧
    HasDerivAt (sphJ (l + 1)) (sphJ l x - (l + 2) / x * sphJ (l + 1) x) x := by
  have hne : x ≠ 0 := hx.ne'
  induction l with
  | zero =>
    have hsq : HasDerivAt (fun y : ℝ => y ^ 2) (2 * x) x := by
      simpa using hasDerivAt_pow 2 x
    have h0 : HasDerivAt (sphJ 0) _ x :=
      (Real.hasDerivAt_sin x).fun_div (hasDerivAt_id' x) hne
    have h1 : HasDerivAt (sphJ 1) _ x :=
      ((Real.hasDerivAt_sin x).fun_div hsq (pow_ne_zero 2 hne)).fun_sub
        ((Real.hasDerivAt_cos x).fun_div (hasDerivAt_id' x) hne)
    constructor
    · refine h0.congr_deriv ?_
      simp only [sphJ, Nat.cast_zero, zero_div, zero_mul]
      field_simp
      ring
    · refine h1.congr_deriv ?_
      simp only [zero_add, sphJ, Nat.cast_zero]
      field_simp
      ring
  | succ l ih =>
    obtain ⟨h0, h1⟩ := ih
    constructor
    · refine h1.congr_deriv ?_
      rw [show sphJ (l + 1 + 1) x = _ from sphJ_rec l x]
      push_cast
      ring
    · -- differentiate the recurrence
      have h2 : HasDerivAt (sphJ (l + 1 + 1)) _ x :=
        (((hasDerivAt_const x (2 * (l : ℝ) + 3)).fun_div (hasDerivAt_id' x) hne).fun_mul
          h1).fun_sub h0
      refine h2.congr_deriv ?_
      rw [show sphJ (l + 1 + 1) x = _ from sphJ_rec l x]
      push_cast
      ring

/-- At `x > 0` the derivative of the partial-wave sum up to `L` is `-2(L+1) j_L j_(L+1)`. -/
theorem hasDerivAt_closureSum (L : ℕ) {x : ℝ} (hx : 0 < x) :
    HasDerivAt (closureSum L) (-2 * ((L : ℝ) + 1) * sphJ L x * sphJ (L + 1) x) x := by
  induction L with
  | zero =>
    have e : closureSum 0 = fun y => sphJ 0 y * sphJ 0 y := by
      funext y
      simp [closureSum, sq]
    have h := (hasDerivAt_sphJ 0 hx).1
    rw [e]
    refine (h.fun_mul h).congr_deriv ?_
    push_cast
    ring
  | succ L ih =>
    have e : closureSum (L + 1) = fun y => closureSum L y +
        (2 * ((L + 1 : ℕ) : ℝ) + 1) * sphJ (L + 1) y ^ 2 := funext fun y =>
      Finset.sum_range_succ (fun l : ℕ => (2 * (l : ℝ) + 1) * sphJ l y ^ 2) (L + 1)
    have h := (hasDerivAt_sphJ L hx).2
    have hs := h.fun_mul h
    simp only [← pow_two] at hs
    rw [e]
    refine (ih.fun_add (hs.const_mul _)).congr_deriv ?_
    -- the recurrence makes the sum telescope
    rw [show sphJ (L + 1 + 1) x = _ from sphJ_rec L x]
    push_cast
    ring

/-- A function with limit `c` at the origin and slope at most `A (n+1) y^n` in size differs
from `c` by at most `A x^(n+1)`. -/
theorem abs_sub_le_of_slope {f f' : ℝ → ℝ} {c A : ℝ} (n : ℕ)
    (hf : ∀ y, 0 < y → HasDerivAt f (f' y) y)
    (hb : ∀ y, 0 < y → |f' y| ≤ A * ((n : ℝ) + 1) * y ^ n)
    (hc : Tendsto f (𝓝[>] 0) (𝓝 c)) {x : ℝ} (hx : 0 < x) :
    |f x - c| ≤ A * x ^ (n + 1) := by
  have key : ∀ s : ℝ, |s| = 1 → s * c ≤ s * f x + A * x ^ (n + 1) := by
    intro s hs
    have hd : ∀ y, 0 < y → HasDerivAt (fun t => s * f t + A * t ^ (n + 1))
        (s * f' y + A * ((n : ℝ) + 1) * y ^ n) y := by
      intro y hy
      refine (((hf y hy).const_mul s).fun_add
        ((hasDerivAt_pow (n + 1) y).const_mul A)).congr_deriv ?_
      rw [Nat.add_sub_cancel]
      push_cast
      ring
    have mono : MonotoneOn (fun t => s * f t + A * t ^ (n + 1)) (Set.Ioi 0) := by
      refine monotoneOn_of_deriv_nonneg (convex_Ioi 0)
        (fun y hy => (hd y hy).continuousAt.continuousWithinAt) ?_ ?_
      · intro y hy
        rw [interior_Ioi] at hy
        exact (hd y hy).differentiableAt.differentiableWithinAt
      · intro y hy
        rw [interior_Ioi] at hy
        rw [(hd y hy).deriv]
        have h := neg_abs_le (s * f' y)
        rw [abs_mul, hs, one_mul] at h
        linarith [hb y hy]
    have hg : Tendsto (fun t : ℝ => A * t ^ (n + 1)) (𝓝[>] 0) (𝓝 0) :=
      ((by fun_prop : Continuous fun t : ℝ => A * t ^ (n + 1)).tendsto' 0 0
        (by simp)).mono_left nhdsWithin_le_nhds
    have hlim : Tendsto (fun t => s * f t + A * t ^ (n + 1)) (𝓝[>] 0) (𝓝 (s * c)) := by
      simpa only [add_zero] using (hc.const_mul s).add hg
    refine le_of_tendsto hlim ?_
    filter_upwards [self_mem_nhdsWithin, nhdsWithin_le_nhds (Iio_mem_nhds hx)] with y hy hyx
    exact mono hy hx (le_of_lt hyx)
  have h1 := key 1 (by simp)
  have h2 := key (-1) (by simp)
  exact abs_le.2 ⟨by linarith, by linarith⟩

/-- The product `x^(l+1) j_l(x)` tends to zero as `x` tends to zero from the right. -/
theorem tendsto_pow_mul_sphJ : ∀ l : ℕ,
    Tendsto (fun y => y ^ (l + 1) * sphJ l y) (𝓝[>] 0) (𝓝 0)
  | 0 => by
    refine ((Real.continuous_sin.tendsto' 0 0 Real.sin_zero).mono_left
      nhdsWithin_le_nhds).congr' ?_
    filter_upwards [self_mem_nhdsWithin] with y hy
    have hne : y ≠ 0 := (Set.mem_Ioi.mp hy).ne'
    simp only [sphJ, zero_add, pow_one]
    field_simp
  | 1 => by
    refine (((by fun_prop : Continuous fun y : ℝ => Real.sin y - y * Real.cos y).tendsto' 0 0
      (by simp)).mono_left nhdsWithin_le_nhds).congr' ?_
    filter_upwards [self_mem_nhdsWithin] with y hy
    have hne : y ≠ 0 := (Set.mem_Ioi.mp hy).ne'
    simp only [sphJ]
    field_simp
    ring
  | l + 2 => by
    have hsq : Tendsto (fun y : ℝ => y ^ 2) (𝓝[>] 0) (𝓝 0) :=
      ((continuous_pow 2).tendsto' 0 0 (by simp)).mono_left nhdsWithin_le_nhds
    have h : Tendsto (fun y => (2 * (l : ℝ) + 3) * (y ^ (l + 1 + 1) * sphJ (l + 1) y)
        - y ^ 2 * (y ^ (l + 1) * sphJ l y)) (𝓝[>] 0) (𝓝 0) := by
      simpa only [mul_zero, sub_zero] using
        ((tendsto_pow_mul_sphJ (l + 1)).const_mul (2 * (l : ℝ) + 3)).sub
          (hsq.mul (tendsto_pow_mul_sphJ l))
    refine h.congr' ?_
    filter_upwards [self_mem_nhdsWithin] with y hy
    have hne : y ≠ 0 := (Set.mem_Ioi.mp hy).ne'
    rw [sphJ_rec]
    field_simp
    ring

/-- At every `x > 0` the size of `j_l(x)` is at most `x^l / l!`. -/
theorem abs_sphJ_le (l : ℕ) : ∀ x : ℝ, 0 < x → |sphJ l x| ≤ x ^ l / (l ! : ℝ) := by
  induction l with
  | zero =>
    intro x hx
    have h1 := Real.sin_le hx.le
    have h2 : -x ≤ Real.sin x := by
      rcases le_total x 1 with h | h
      · have := Real.sin_nonneg_of_nonneg_of_le_pi hx.le (by linarith [Real.pi_gt_three])
        linarith
      · linarith [Real.neg_one_le_sin x]
    have h3 : |Real.sin x / x| ≤ 1 := by
      rw [abs_div, abs_of_pos hx, div_le_one hx]
      exact abs_le.2 ⟨h2, h1⟩
    simpa [sphJ] using h3
  | succ l ih =>
    intro x hx
    -- the derivative of y^(l+2) j_(l+1) is y^(l+2) j_l
    have hd : ∀ y, 0 < y → HasDerivAt (fun t => t ^ (l + 2) * sphJ (l + 1) t)
        (y ^ (l + 2) * sphJ l y) y := by
      intro y hy
      have hne : y ≠ 0 := hy.ne'
      have hp : HasDerivAt (fun t : ℝ => t ^ (l + 2)) (((l : ℝ) + 2) * y ^ (l + 1)) y :=
        (hasDerivAt_pow (l + 2) y).congr_deriv (by push_cast; rfl)
      refine (hp.fun_mul (hasDerivAt_sphJ l hy).2).congr_deriv ?_
      field_simp
      ring
    have hb : ∀ y, 0 < y → |y ^ (l + 2) * sphJ l y| ≤
        1 / ((l + 1)! : ℝ) * (((2 * l + 2 : ℕ) : ℝ) + 1) * y ^ (2 * l + 2) := by
      intro y hy
      have hl : (0 : ℝ) ≤ l := Nat.cast_nonneg l
      calc |y ^ (l + 2) * sphJ l y| = y ^ (l + 2) * |sphJ l y| := by
            rw [abs_mul, abs_of_pos (pow_pos hy _)]
        _ ≤ y ^ (l + 2) * (y ^ l / (l ! : ℝ)) :=
            mul_le_mul_of_nonneg_left (ih y hy) (by positivity)
        _ = 1 / ((l + 1)! : ℝ) * ((l : ℝ) + 1) * y ^ (2 * l + 2) := by
            have h1 : (l : ℝ) + 1 ≠ 0 := by positivity
            have h2 : (l ! : ℝ) ≠ 0 := by positivity
            rw [Nat.factorial_succ]
            push_cast
            field_simp
            ring
        _ ≤ _ := mul_le_mul_of_nonneg_right (mul_le_mul_of_nonneg_left
            (by push_cast; linarith) (by positivity)) (by positivity)
    have key := abs_sub_le_of_slope (2 * l + 2) hd hb (tendsto_pow_mul_sphJ (l + 1)) hx
    rw [sub_zero, abs_mul, abs_of_pos (pow_pos hx _)] at key
    exact le_of_mul_le_mul_left (key.trans_eq (by ring)) (pow_pos hx (l + 2))

/-- At the origin every partial-wave sum tends to one. -/
theorem tendsto_closureSum (L : ℕ) : Tendsto (closureSum L) (𝓝[>] 0) (𝓝 1) := by
  induction L with
  | zero =>
    have h : Tendsto (sphJ 0) (𝓝[>] 0) (𝓝 1) := by
      have h := (Real.hasDerivAt_sin 0).tendsto_slope_zero_right
      rw [Real.cos_zero] at h
      exact h.congr fun y => by simp [sphJ, div_eq_inv_mul]
    have h2 := h.pow 2
    rw [one_pow] at h2
    exact h2.congr fun y => by simp [closureSum]
  | succ L ih =>
    have e : closureSum (L + 1) = fun y => closureSum L y +
        (2 * ((L + 1 : ℕ) : ℝ) + 1) * sphJ (L + 1) y ^ 2 := funext fun y =>
      Finset.sum_range_succ (fun l : ℕ => (2 * (l : ℝ) + 1) * sphJ l y ^ 2) (L + 1)
    have hg : Tendsto (fun y : ℝ => y ^ (L + 1) / ((L + 1)! : ℝ)) (𝓝[>] 0) (𝓝 0) :=
      ((by fun_prop : Continuous fun y : ℝ => y ^ (L + 1) / ((L + 1)! : ℝ)).tendsto' 0 0
        (by simp)).mono_left nhdsWithin_le_nhds
    have h : Tendsto (sphJ (L + 1)) (𝓝[>] 0) (𝓝 0) := by
      refine squeeze_zero_norm' ?_ hg
      filter_upwards [self_mem_nhdsWithin] with y hy
      exact abs_sphJ_le (L + 1) y hy
    have h2 := ih.add ((h.pow 2).const_mul (2 * ((L + 1 : ℕ) : ℝ) + 1))
    rw [zero_pow two_ne_zero, mul_zero, add_zero] at h2
    rw [e]
    exact h2

/-- For `x > 0`, cutting the partial-wave sum at `L` gives one up to an error of at most `x^(2L+2) /
(L! (L+1)!)`. -/
theorem abs_closureSum_sub_one_le (L : ℕ) {x : ℝ} (hx : 0 < x) :
    |closureSum L x - 1| ≤ 1 / ((L ! : ℝ) * ((L + 1)! : ℝ)) * x ^ (2 * L + 1 + 1) := by
  refine abs_sub_le_of_slope (2 * L + 1) (fun y hy => hasDerivAt_closureSum L hy) ?_
    (tendsto_closureSum L) hx
  intro y hy
  calc |-2 * ((L : ℝ) + 1) * sphJ L y * sphJ (L + 1) y|
      = 2 * ((L : ℝ) + 1) * (|sphJ L y| * |sphJ (L + 1) y|) := by
        rw [show -2 * ((L : ℝ) + 1) * sphJ L y * sphJ (L + 1) y
          = -(2 * ((L : ℝ) + 1) * (sphJ L y * sphJ (L + 1) y)) by ring, abs_neg, abs_mul,
          abs_mul (sphJ L y), abs_of_nonneg (by positivity : (0 : ℝ) ≤ 2 * ((L : ℝ) + 1))]
    _ ≤ 2 * ((L : ℝ) + 1) * (y ^ L / (L ! : ℝ) * (y ^ (L + 1) / ((L + 1)! : ℝ))) :=
        mul_le_mul_of_nonneg_left (mul_le_mul (abs_sphJ_le L y hy) (abs_sphJ_le (L + 1) y hy)
          (abs_nonneg _) (by positivity)) (by positivity)
    _ = _ := by
        push_cast
        ring

/-- The sum rule: for every `x > 0` the series of `(2l+1) j_l(x)^2` over all `l` converges
to one. -/
theorem hasSum_sphJ_sq {x : ℝ} (hx : 0 < x) :
    HasSum (fun l : ℕ => (2 * (l : ℝ) + 1) * sphJ l x ^ 2) 1 := by
  rw [hasSum_iff_tendsto_nat_of_nonneg (fun l => by positivity), ← tendsto_add_atTop_iff_nat 1]
  change Tendsto (fun L => closureSum L x) atTop (𝓝 1)
  -- the truncation error is squeezed to zero by the factorial
  refine tendsto_iff_norm_sub_tendsto_zero.2 (squeeze_zero (fun L => norm_nonneg _) ?_
    ((FloorSemiring.tendsto_pow_div_factorial_atTop (x ^ 2)).comp (tendsto_add_atTop_nat 1)))
  intro L
  have h1 : (1 : ℝ) ≤ (L ! : ℝ) := by exact_mod_cast Nat.factorial_pos L
  calc ‖closureSum L x - 1‖
      ≤ 1 / ((L ! : ℝ) * ((L + 1)! : ℝ)) * x ^ (2 * L + 1 + 1) :=
        abs_closureSum_sub_one_le L hx
    _ = (x ^ 2) ^ (L + 1) / ((L + 1)! : ℝ) / (L ! : ℝ) := by ring
    _ ≤ (x ^ 2) ^ (L + 1) / ((L + 1)! : ℝ) := div_le_self (by positivity) h1

/-- At every `x > 0` the size of `j_l(x)` is at most `1 / √(2l+1)`. -/
theorem abs_sphJ_le_sqrt (l : ℕ) {x : ℝ} (hx : 0 < x) :
    |sphJ l x| ≤ √(1 / (2 * (l : ℝ) + 1)) := by
  have h : (2 * (l : ℝ) + 1) * sphJ l x ^ 2 ≤ 1 :=
    le_hasSum (hasSum_sphJ_sq hx) l (fun k _ => by positivity)
  refine Real.abs_le_sqrt ?_
  rw [le_div_iff₀ (by positivity)]
  linarith

end

end SphericalBesselClosure
```

```lean
#print axioms SphericalBesselClosure.abs_closureSum_sub_one_le
-- 'SphericalBesselClosure.abs_closureSum_sub_one_le' depends on axioms: [propext, Classical.choice, Quot.sound]
#print axioms SphericalBesselClosure.abs_sphJ_le_sqrt
-- 'SphericalBesselClosure.abs_sphJ_le_sqrt' depends on axioms: [propext, Classical.choice, Quot.sound]
```

## Reading the statements

`sphJ l x` is $j_l(x)$, with `l` a natural number and `x` real. `closureSum L x` is $S_L(x)$; its `range (L + 1)` runs over $0,\dots,L$. The hypothesis `0 < x` excludes the origin, where Lean's convention for division by zero makes `sphJ 0 0` equal to 0 instead of the physical limit 1.

`HasDerivAt` says that the function is differentiable at `x` with the given derivative. `HasSum … 1` says that the infinite series converges to 1. The notation `𝓝[>] 0` stands for approach to the origin from the right.

The theorems concern exact real arithmetic at positive argument. They do not treat complex arguments, the plane-wave expansion or the rounding errors of the upward recurrence in a computer program.

## How the proof runs

`hasDerivAt_sphJ` carries the two derivative rules as a conjunction, because each induction step needs both. Lean first builds a derivative from the quotient and product rules; `congr_deriv` then replaces it by the wanted expression, and `field_simp` and `ring` check the algebra. `hasDerivAt_closureSum` splits off the last term of the sum and inserts the recurrence, as in the telescoping step.

`abs_sub_le_of_slope` is the comparison argument. Its inner claim `key` treats both signs at once through a number `s` with `|s| = 1`, used at `1` and `-1`. Monotonicity comes from `monotoneOn_of_deriv_nonneg`, and `le_of_tendsto` carries the inequality to the limit at the origin.

`tendsto_pow_mul_sphJ` supplies the limit of $x^{l+1}j_l$, and `abs_sphJ_le` combines it with the comparison to get the factorial estimate. `tendsto_closureSum` finds the limit 1 from the slope of the sine at zero and a squeeze on the higher terms. `abs_closureSum_sub_one_le` then applies the comparison to $S_L$.

In `hasSum_sphJ_sq`, non-negativity of the terms reduces the series to the limit of its partial sums, and the error bound is squeezed to zero because powers grow more slowly than factorials. `abs_sphJ_le_sqrt` compares a single term with the total through `le_hasSum` and takes the square root.
